# The Pfaffian of $BAB^{T}$ is $\det(B)$ times the Pfaffian of $A$

Over a field $K$ of characteristic zero, all $2n\times 2n$ matrices $A$ and $B$ satisfy

$$\mathrm{Pf}(BAB^{T})=\det(B)\,\mathrm{Pf}(A),$$

where $\mathrm{Pf}$ is the signed permutation sum defined below. Antisymmetric $A$ is the case of physical interest, but the identity doesn't need antisymmetry.

The physical problem is a change of Majorana basis. A non-interacting fermion system with $n$ modes has $2n$ Majorana operators $\gamma_i$, with $\gamma_i^2=1$, and a Hamiltonian $H=\frac{i}{4}\sum_{ij}A_{ij}\gamma_i\gamma_j$ with $A$ real and antisymmetric. New operators $\gamma'=O\gamma$, with $O$ real orthogonal, replace $A$ by $OAO^{T}$. The Pfaffian is then multiplied by $\det O=\pm1$, so a nonzero Pfaffian changes sign exactly when $\det O=-1$, that is, when the basis change reverses orientation.

```lean
import Mathlib

open Matrix Equiv

namespace GeneralPfaffian
```

## Paired labels and the signed sum

The modes are $k=0,\dots,n-1$, and mode $k$ carries the labels $(k,0)$ and $(k,1)$. In a list counted from zero these are positions $2k$ and $2k+1$.

```lean
/-- Labels of the `2n` Majorana operators: mode `k` carries the two labels `(k, 0)` and `(k, 1)`. -/
abbrev Label (n : ℕ) := Fin n × Fin 2
```

With $s$ running over the permutations of all $2n$ labels, the definition is

$$\mathrm{Pf}(A)=\frac{1}{2^n n!}\sum_s \mathrm{sgn}(s)\prod_k A_{s(k,0),\,s(k,1)} .$$

In Lean this is `pf A`. The assumption `CharZero K` makes $2^n n!$ invertible, and both $\mathbb{R}$ and $\mathbb{C}$ satisfy it. The type of `A` is any square matrix on the labels; antisymmetry appears as a hypothesis only where it is used. The matrices are the whole model: that $A$ holds the coefficients of a Hamiltonian is a physical identification, and no operators or states occur in the code.

```lean
variable {K : Type*} [Field K] {n : ℕ}

/-- The Pfaffian as a signed sum over all permutations of the `2n` labels, divided by `2^n n!`,
over a field of characteristic zero. -/
noncomputable def pf [CharZero K] (A : Matrix (Label n) (Label n) K) : K :=
  1 / (2 ^ n * (Nat.factorial n : K)) *
    ∑ s : Perm (Label n), ((Perm.sign s : ℤ) : K) * ∏ k, A (s (k, 0)) (s (k, 1))
```

The reference matrix $\Lambda$ describes uncoupled modes. It has one block $\begin{pmatrix}0&\varepsilon_k\\-\varepsilon_k&0\end{pmatrix}$ per mode and zeros elsewhere, and is called `normalForm ε`. For the Hamiltonian above, $|\varepsilon_k|$ is the excitation energy of mode $k$.

```lean
/-- The canonical antisymmetric matrix: mode `k` contributes the block `[[0, ε k], [-ε k, 0]]`,
and different modes are uncoupled. -/
def normalForm (ε : Fin n → K) : Matrix (Label n) (Label n) K :=
  fun i j => if i.1 = j.1 then ε i.1 * (!![0, 1; -1, 0] : Matrix (Fin 2) (Fin 2) K) i.2 j.2 else 0
```

## Expanding the transformed product

One entry of the transformed matrix is

$$(BAB^{T})_{ij}=\sum_{p,q}B_{ip}A_{pq}B_{jq}.$$

The product over modes contains one such double sum per mode. Multiplying out means choosing an old label $f(m)$ for each of the $2n$ labels $m$, with repetitions allowed:

$$\prod_k (BAB^{T})_{s(k,0),s(k,1)}=\sum_f\Big(\prod_k A_{f(k,0),f(k,1)}\Big)\prod_m B_{s(m),f(m)} .$$

In the proof, `h` is the formula for one entry, `Finset.prod_univ_sum` multiplies out, and `Equiv.curry` merges the pairs chosen for the separate modes into the single assignment $f$.

```lean
/-- The product of paired entries of `B A Bᵀ` is a sum over all assignments `f` of old labels
to new ones. -/
theorem prod_transformed (A B : Matrix (Label n) (Label n) K) (s : Perm (Label n)) :
    ∏ k, (B * A * Bᵀ) (s (k, 0)) (s (k, 1)) =
      ∑ f : Label n → Label n, (∏ k, A (f (k, 0)) (f (k, 1))) * ∏ m, B (s m) (f m) := by
  -- one entry, as a sum over pairs of labels
  have h : ∀ i j, (B * A * Bᵀ) i j =
      ∑ p : Fin 2 → Label n, A (p 0) (p 1) * (B i (p 0) * B j (p 1)) := by
    intro i j
    refine Eq.trans ?_ ((finTwoArrowEquiv (Label n)).sum_comp
      (fun q : Label n × Label n => A q.1 q.2 * (B i q.1 * B j q.2))).symm
    rw [Fintype.sum_prod_type_right]
    simp only [Matrix.mul_apply, Matrix.transpose_apply, Finset.sum_mul]
    exact Finset.sum_congr rfl fun y _ => Finset.sum_congr rfl fun x _ => by ring
  simp only [h]
  -- exchange product and sum, then merge the pairs into one assignment
  rw [Finset.prod_univ_sum, Fintype.piFinset_univ]
  refine ((Equiv.curry (Fin n) (Fin 2) (Label n)).sum_comp _).symm.trans ?_
  refine Finset.sum_congr rfl fun f _ => ?_
  rw [Fintype.prod_prod_type, ← Finset.prod_mul_distrib]
  refine Finset.prod_congr rfl fun k _ => ?_
  rw [Fin.prod_univ_two]
  rfl
```

## The determinant factor

Multiply by $\mathrm{sgn}(s)$ and sum over $s$. For fixed $f$, the $B$ factors give

$$\sum_s\mathrm{sgn}(s)\prod_m B_{s(m),f(m)}=\det B^{(f)},\qquad B^{(f)}_{lm}=B_{l,f(m)} .$$

The matrix $B^{(f)}$, written `B.submatrix id f`, has the columns of $B$ selected by $f$. If $f$ repeats a label, two columns agree and the determinant is zero. Otherwise $f$ is an injective map of a finite set to itself, hence a permutation, and $\det B^{(f)}=\mathrm{sgn}(f)\det B$. What remains is

$$\det(B)\sum_f\mathrm{sgn}(f)\prod_k A_{f(k,0),f(k,1)},$$

with $f$ now running over permutations. Restoring the prefactor gives the result. The three steps of the `calc` block are these three moves: collect the determinant, discard the repeated columns, reorder the remaining ones.

```lean
/-- Transformation law of the Pfaffian: `Pf(B A Bᵀ) = det(B) Pf(A)` for all `2n × 2n` matrices
`A` and `B` over a field of characteristic zero. -/
theorem pf_transform [CharZero K] (A B : Matrix (Label n) (Label n) K) :
    pf (B * A * Bᵀ) = B.det * pf A := by
  have key : ∑ s : Perm (Label n), ((Perm.sign s : ℤ) : K) *
        ∏ k, (B * A * Bᵀ) (s (k, 0)) (s (k, 1)) =
      B.det * ∑ s : Perm (Label n), ((Perm.sign s : ℤ) : K) *
        ∏ k, A (s (k, 0)) (s (k, 1)) := by
    calc _ = ∑ f : Label n → Label n,
          (∏ k, A (f (k, 0)) (f (k, 1))) * (B.submatrix id f).det := by
          simp only [prod_transformed, Matrix.det_apply', Finset.mul_sum,
            Matrix.submatrix_apply, id_eq]
          rw [Finset.sum_comm]
          exact Finset.sum_congr rfl fun f _ => Finset.sum_congr rfl fun s _ => by ring
      _ = ∑ s : Perm (Label n),
          (∏ k, A (s (k, 0)) (s (k, 1))) * (B.submatrix id s).det := by
          -- a repeated column makes the determinant vanish
          refine (Fintype.sum_of_injective (fun s : Perm (Label n) => (s : Label n → Label n))
            DFunLike.coe_injective _ _ ?_ (fun _ => rfl)).symm
          intro f hf
          have hinj : ¬ Function.Injective f := fun h =>
            hf ⟨Equiv.ofBijective f (Finite.injective_iff_bijective.mp h), rfl⟩
          obtain ⟨i, j, hij, hne⟩ := Function.not_injective_iff.mp hinj
          have h0 : (B.submatrix id f).det = 0 :=
            Matrix.det_zero_of_column_eq hne (fun k => by
              rw [Matrix.submatrix_apply, Matrix.submatrix_apply, hij])
          exact mul_eq_zero_of_right _ h0
      _ = _ := by
          rw [Finset.mul_sum]
          refine Finset.sum_congr rfl fun s _ => ?_
          rw [Matrix.det_permute']
          ring
  unfold pf
  rw [key]
  ring
```

For a numerical instance take $n=2$ and number the labels $0,1,2,3$. For antisymmetric $A$ the 24 terms fall into three groups of eight equal ones, so

$$\mathrm{Pf}(A)=A_{01}A_{23}-A_{02}A_{13}+A_{03}A_{12}.$$

Let $A_{01}=2$ and $A_{23}=3$, with the other entries above the diagonal zero; then $\mathrm{Pf}(A)=6$. Choose

$$B=\begin{pmatrix}1&0&1&0\\0&1&0&1\\0&0&1&0\\0&0&0&2\end{pmatrix},\qquad \det B=2 .$$

The matrix $A'=BAB^{T}$ has $A'_{01}=5$, $A'_{02}=0$, $A'_{03}=6$, $A'_{12}=-3$, $A'_{13}=0$ and $A'_{23}=6$. Its Pfaffian is $5\cdot6-0+6\cdot(-3)=12=2\cdot 6$.

## Uncoupled modes fix the normalisation

For $\Lambda$, a term of the sum can be nonzero only if $s$ sends the two labels of each mode to a common mode. Such a permutation has the form

$$s(k,a)=(\pi(k),\tau_k(a)),$$

where $\pi$ permutes the modes and $\tau_k$ permutes the two labels of mode $k$.

```lean
/-- The permutation that moves mode `k` to mode `π k` and permutes its two labels by `τ k`. -/
def pairPerm (π : Perm (Fin n)) (τ : Fin n → Perm (Fin 2)) : Perm (Label n) :=
  (Equiv.prodCongrRight τ).trans (Equiv.prodCongrLeft fun _ => π)
```

Its sign is $\prod_k\mathrm{sgn}(\tau_k)$. The permutation $\pi$ acts once on the labels with $a=0$ and once on those with $a=1$, so it contributes $\mathrm{sgn}(\pi)^2=1$.

```lean
/-- Moving whole modes costs no sign: only the exchanges inside the modes count. -/
theorem sign_pairPerm (π : Perm (Fin n)) (τ : Fin n → Perm (Fin 2)) :
    Perm.sign (pairPerm π τ) = ∏ k, Perm.sign (τ k) := by
  rw [pairPerm, Perm.sign_trans, Perm.sign_prodCongrLeft, Perm.sign_prodCongrRight,
    Fin.prod_univ_two, Int.units_mul_self, one_mul]
```

Within a block, exchanging the two labels changes the sign of the entry. The entry selected by $\tau_k$ is therefore $\mathrm{sgn}(\tau_k)$ times the parameter of the block.

```lean
/-- In the unit block `[[0, 1], [-1, 0]]`, the entry at `(τ 0, τ 1)` is the sign of `τ`. -/
theorem block_sign (τ : Perm (Fin 2)) :
    (!![0, 1; -1, 0] : Matrix (Fin 2) (Fin 2) K) (τ 0) (τ 1) = ((Perm.sign τ : ℤ) : K) := by
  have h : τ = 1 ∨ τ = Equiv.swap 0 1 := by
    revert τ
    decide
  rcases h with rfl | rfl <;> simp
```

Each pair-preserving permutation thus contributes

$$\Big(\prod_k\mathrm{sgn}(\tau_k)\Big)\prod_k\varepsilon_{\pi(k)}\,\mathrm{sgn}(\tau_k)=\prod_k\varepsilon_k .$$

There are $n!$ choices of $\pi$ and $2^n$ choices of the $\tau_k$, which cancels the prefactor exactly:

$$\mathrm{Pf}(\Lambda)=\prod_k\varepsilon_k .$$

In the proof, `Fintype.sum_of_injective` replaces the sum over all permutations by one over the pairs $(\pi,\tau)$. Its three obligations are that different pairs give different permutations, that all other terms vanish, and that the remaining terms have the value just computed. The count is `hcard`.

```lean
/-- The Pfaffian of the canonical form is the product of its mode parameters `ε k`. -/
theorem pf_normalForm [CharZero K] (ε : Fin n → K) : pf (normalForm ε) = ∏ k, ε k := by
  have key : ∑ s : Perm (Label n), ((Perm.sign s : ℤ) : K) *
        ∏ k, normalForm ε (s (k, 0)) (s (k, 1)) =
      ∑ _p : Perm (Fin n) × (Fin n → Perm (Fin 2)), ∏ k, ε k := by
    symm
    refine Fintype.sum_of_injective (fun p => pairPerm p.1 p.2) ?_ _ _ ?_ ?_
    · rintro ⟨π, τ⟩ ⟨π', τ'⟩ h
      have h' : ∀ k a, (π k, τ k a) = (π' k, τ' k a) := fun k a => DFunLike.congr_fun h (k, a)
      exact Prod.ext (Equiv.ext fun k => (Prod.ext_iff.mp (h' k 0)).1)
        (funext fun k => Equiv.ext fun a => (Prod.ext_iff.mp (h' k a)).2)
    · -- a nonzero term forces the permutation to keep the pairs together
      intro s hs
      by_contra hne
      apply hs
      have hprod := right_ne_zero_of_mul hne
      have h1 : ∀ k, (s (k, 0)).1 = (s (k, 1)).1 := by
        intro k
        by_contra hk
        exact hprod (Finset.prod_eq_zero (Finset.mem_univ k) (if_neg hk))
      have h2 : ∀ k a, (s (k, a)).1 = (s (k, 0)).1 := by
        intro k a
        fin_cases a
        · rfl
        · exact (h1 k).symm
      have hπ : Function.Bijective fun k => (s (k, 0)).1 := by
        refine Finite.surjective_iff_bijective.mp fun m => ⟨(s.symm (m, 0)).1, ?_⟩
        have h3 := h2 (s.symm (m, 0)).1 (s.symm (m, 0)).2
        simpa using h3.symm
      have hτ : ∀ k, Function.Bijective fun a => (s (k, a)).2 := by
        intro k
        refine Finite.injective_iff_bijective.mp fun a b hab => ?_
        have h3 := s.injective (Prod.ext ((h2 k a).trans (h2 k b).symm) hab)
        exact (Prod.ext_iff.mp h3).2
      refine ⟨(Equiv.ofBijective _ hπ, fun k => Equiv.ofBijective _ (hτ k)), Equiv.ext ?_⟩
      rintro ⟨k, a⟩
      exact Prod.ext (h2 k a).symm rfl
    · -- each remaining term has the same value, since the two signs cancel
      rintro ⟨π, τ⟩
      have hk : ∀ k, normalForm ε (pairPerm π τ (k, 0)) (pairPerm π τ (k, 1)) =
          ε (π k) * ((Perm.sign (τ k) : ℤ) : K) := by
        intro k
        rw [← block_sign]
        exact if_pos rfl
      have hc : ∏ k, ((Perm.sign (τ k) : ℤ) : K) = ((Perm.sign (pairPerm π τ) : ℤ) : K) := by
        rw [sign_pairPerm, Units.coe_prod, Int.cast_prod]
      have hu : ((Perm.sign (pairPerm π τ) : ℤ) : K) * ((Perm.sign (pairPerm π τ) : ℤ) : K)
          = 1 := by
        rw [← Int.cast_mul, ← Units.val_mul, Int.units_mul_self, Units.val_one, Int.cast_one]
      change ∏ k, ε k = ((Perm.sign (pairPerm π τ) : ℤ) : K) *
        ∏ k, normalForm ε (pairPerm π τ (k, 0)) (pairPerm π τ (k, 1))
      rw [Finset.prod_congr rfl fun k _ => hk k, Finset.prod_mul_distrib, hc,
        Equiv.prod_comp π ε, mul_left_comm, hu, mul_one]
  have hcard : Fintype.card (Perm (Fin n) × (Fin n → Perm (Fin 2))) =
      Nat.factorial n * 2 ^ n := by
    simp [Fintype.card_perm, Nat.factorial_two]
  have hn : (Nat.factorial n : K) ≠ 0 := Nat.cast_ne_zero.mpr n.factorial_ne_zero
  rw [pf, key, Finset.sum_const, Finset.card_univ, hcard, nsmul_eq_mul]
  push_cast
  field_simp
```

The transformation law can be used in a free-fermion calculation as follows. A real antisymmetric $A$ is brought to $OAO^{T}=\Lambda$ by a real orthogonal $O$; that such an $O$ exists is a standard fact of linear algebra, used here without proof. Since $\det O=\pm1$,

$$\mathrm{Pf}(A)=\det(O)\prod_k\varepsilon_k .$$

When no $\varepsilon_k$ vanishes, the sign of this number is the fermion parity of the ground state, with parity defined as $\prod_k(-i\gamma_{(k,0)}\gamma_{(k,1)})$. The energies $|\varepsilon_k|$ alone don't determine it; the factor $\det O$ and the signs of the $\varepsilon_k$ are needed too.

## Transformations that preserve the canonical form

Suppose $S\Lambda S^{T}=\Lambda$ with all $\varepsilon_k\neq0$. The transformation law gives

$$\prod_k\varepsilon_k=\det(S)\prod_k\varepsilon_k ,$$

and cancelling the nonzero product leaves $\det S=1$. With every $\varepsilon_k=1$ and $K=\mathbb{R}$, the condition on $S$ is that of a linear canonical transformation of $n$ coordinate–momentum pairs. For linear maps and finitely many pairs, this says that phase-space volume and orientation are preserved.

```lean
/-- A matrix `S` that preserves a canonical form with all `ε k` nonzero, `S Λ Sᵀ = Λ`, has
determinant one (characteristic zero). -/
theorem det_eq_one_of_preserves [CharZero K] (ε : Fin n → K) (hε : ∀ k, ε k ≠ 0)
    (S : Matrix (Label n) (Label n) K) (hS : S * normalForm ε * Sᵀ = normalForm ε) :
    S.det = 1 := by
  have h := pf_transform (normalForm ε) S
  rw [hS, pf_normalForm] at h
  have hP : ∏ k, ε k ≠ 0 := Finset.prod_ne_zero_iff.mpr fun k _ => hε k
  exact mul_right_cancel₀ hP (by rw [one_mul]; exact h.symm)
```

## A zero mode makes the Pfaffian vanish

Let $A$ be antisymmetric with $Av=0$ for some $v\neq0$. Choose a label $i$ with $v_i\neq0$, and let $w$ have the single nonzero component $w_i=1/v_i$, so that $w\cdot v=1$. This choice also works for complex $v$, where $v\cdot v$ without conjugation may be zero. Put $P=wv^{T}$. Then

$$AP^{T}=(Av)w^{T}=0,\qquad PA=w(v^{T}A)=-w(Av)^{T}=0,\qquad v^{T}P=v^{T}.$$

The last relation gives $v^{T}(1-P)=0$, hence $\det(1-P)=0$. The first two give $(1-P)A(1-P)^{T}=A$. The transformation law with $B=1-P$ now reads

$$\mathrm{Pf}(A)=\det(1-P)\,\mathrm{Pf}(A)=0 .$$

In Lean the three relations are `hAP`, `hPA` and `hvP`, and antisymmetry, `hA`, is used only for the second. For the quadratic Hamiltonian above, a Majorana mode at exactly zero energy therefore forces $\mathrm{Pf}(A)=0$. End modes of a finite wire that are split by a small nonzero energy don't meet the hypothesis $Av=0$. The theorem runs in this direction only and makes no statement about a matrix whose Pfaffian is known to vanish.

```lean
/-- An antisymmetric matrix with a zero mode, `A v = 0` for some `v ≠ 0`, has vanishing Pfaffian
(characteristic zero). -/
theorem pf_eq_zero_of_zero_mode [CharZero K] (A : Matrix (Label n) (Label n) K) (hA : Aᵀ = -A)
    (v : Label n → K) (hv : v ≠ 0) (hAv : A *ᵥ v = 0) : pf A = 0 := by
  obtain ⟨i, hi⟩ := Function.ne_iff.mp hv
  have hi' : v i ≠ 0 := hi
  -- `P = w vᵀ` with `w · v = 1`, so that `vᵀ P = vᵀ`
  let P : Matrix (Label n) (Label n) K := fun a b => (if a = i then (v i)⁻¹ else 0) * v b
  have hr : ∀ a, ∑ l, A a l * v l = 0 := fun a => congrFun hAv a
  have hAP : A * Pᵀ = 0 := by
    ext a b
    calc (A * Pᵀ) a b = ∑ l, A a l * ((if b = i then (v i)⁻¹ else 0) * v l) := rfl
      _ = (if b = i then (v i)⁻¹ else 0) * ∑ l, A a l * v l := by
          rw [Finset.mul_sum]
          exact Finset.sum_congr rfl fun l _ => by ring
      _ = 0 := by rw [hr, mul_zero]
  have hPA : P * A = 0 := by
    have h := congrArg Matrix.transpose hAP
    rw [Matrix.transpose_mul, Matrix.transpose_transpose, hA, Matrix.transpose_zero,
      Matrix.mul_neg, neg_eq_zero] at h
    exact h
  have hvP : v ᵥ* P = v := by
    ext b
    calc (v ᵥ* P) b = ∑ l, v l * ((if l = i then (v i)⁻¹ else 0) * v b) := rfl
      _ = v b := by simp [hi']
  -- `1 - P` is singular but leaves `A` unchanged
  have hdet : (1 - P).det = 0 :=
    Matrix.exists_vecMul_eq_zero_iff.mp
      ⟨v, hv, by rw [Matrix.vecMul_sub, Matrix.vecMul_one, hvP, sub_self]⟩
  have hfix : (1 - P) * A * (1 - P)ᵀ = A := by
    rw [Matrix.transpose_sub, Matrix.transpose_one, Matrix.sub_mul, Matrix.one_mul, hPA,
      sub_zero, Matrix.mul_sub, Matrix.mul_one, hAP, sub_zero]
  have h := pf_transform A (1 - P)
  rwa [hfix, hdet, zero_mul] at h

end GeneralPfaffian
```

```lean
#print axioms GeneralPfaffian.det_eq_one_of_preserves
#print axioms GeneralPfaffian.pf_eq_zero_of_zero_mode
```

```
'GeneralPfaffian.det_eq_one_of_preserves' depends on axioms: [propext, Classical.choice, Quot.sound]
'GeneralPfaffian.pf_eq_zero_of_zero_mode' depends on axioms: [propext, Classical.choice, Quot.sound]
```
